# Steffensen's update has a quadratic error bound near a fixed point of a $C^2$ map with slope other than one

## Does the acceleration survive when plain iteration diverges?

Near a solution $z$ of a self-consistency equation $g(x)=x$, Steffensen's update

$$S(x) = x - \frac{(g(x)-x)^2}{g(g(x))-2g(x)+x}$$

should turn an error $x-z$ into one of order $(x-z)^2$, provided that $g:\mathbb R\to\mathbb R$ is twice continuously differentiable and $g'(z)\neq 1$. As I understand it, this needs no bound $|g'(z)|<1$, so it should work even where repeated application of $g$ runs away from $z$. The denominator vanishes at $z$ itself, though, so I would like to see the argument made rigorous and machine-checked. Can this be done in Lean?

## A quadratic bound for every slope except one

Yes. For such a $g$, the denominator is nonzero at all points near $z$ other than $z$, and $S(x)-z=O((x-z)^2)$ as $x\to z$ through those points. With the update at $z$ itself defined as $z$, Steffensen iteration therefore converges to $z$ from every close enough start. If $|g'(z)|>1$, a plain orbit $x, g(x), g(g(x)),\dots$ that never hits $z$ exactly does not converge to $z$.

This bears on self-consistent calculations that reduce to one real unknown, such as a mean-field equation for a single order parameter. Self-consistency in many variables, as for a density matrix, is not treated.

### Third order over first order

Write $a=g'(z)$, $e=x-z$, $u=g(x)-z$ and $v=g(g(x))-z$.

**One plain step.** Since $g'$ is differentiable at $z$, there are $C,\delta>0$ with $|g'(y)-a|\le C|y-z|$ whenever $|y-z|<\delta$. For $|e|<\delta$, the function $g(y)-ay$ has a derivative of size at most $C|e|$ between $z$ and $x$. The mean value inequality gives

$$|u-ae|\le C|e|\cdot|e| = Ce^2 .$$

**Two plain steps.** If also $|e|<1$, then $|u|\le M|e|$ with $M=C+|a|$. If $M|e|<\delta$, the same estimate applies at $g(x)$:

$$|v-au|\le Cu^2\le CM^2e^2 .$$

**The denominator.** It equals

$$D=v-2u+e=(a-1)^2e+(v-au)+(a-2)(u-ae).$$

With $B=CM^2+|a-2|C$, this gives $|D|\ge (a-1)^2|e|-Be^2$. For $0<|e|<(a-1)^2/(2B)$ it follows that $|D|\ge\tfrac12(a-1)^2|e|>0$.

**The new error.** Putting everything over $D$,

$$S(x)-z=\frac{e(v-2u+e)-(u-e)^2}{D}=\frac{ev-u^2}{D}=\frac{e(v-au)-u(u-ae)}{D}.$$

The numerator is at most $(CM^2+MC)|e|^3$ in size, so

$$|S(x)-z|\le K e^2,\qquad K=\frac{2(CM^2+MC)}{(a-1)^2}.$$

**Iterating.** If the starting error also satisfies $|e|<1/(2K)$, then $Ke^2\le\tfrac12|e|$. The error at least halves in each step, so the iterates stay in the region where the bound holds and converge to $z$.

**Plain iteration.** Let $|a|>1$. For $y$ near $z$,

$$|g(y)-z|\ge |a||y-z|-C|y-z|^2\ge|y-z|$$

as soon as $C|y-z|\le|a|-1$. An orbit converging to $z$ would eventually stay in this region, where its error never shrinks. If the orbit never equals $z$, that error is positive and cannot tend to zero.

**Slope one.** For $g(x)=x+x^2$ and $z=0$, the denominator is $x^3(2+x)$ and the squared residual is $x^4$. Hence $S(x)/x=(1+x)/(2+x)\to\tfrac12$, and the error is only halved asymptotically.

### The Lean file

```lean
import Mathlib

open Filter Topology Asymptotics

namespace SteffensenIteration

noncomputable section

/-- The Steffensen update for the self-consistency equation `g x = x`. Where the denominator
vanishes, the update leaves `x` unchanged. -/
def steffensen (g : ℝ → ℝ) (x : ℝ) : ℝ :=
  x - (g x - x) ^ 2 / (g (g x) - 2 * g x + x)

/-- Near a fixed point, one plain iteration multiplies the error by the slope of `g`,
up to a term of second order. -/
theorem plain_step_expansion {g : ℝ → ℝ} {z : ℝ} (hg : ContDiff ℝ 2 g) (hz : g z = z) :
    ∃ C > 0, ∃ δ > 0, ∀ x, |x - z| < δ →
      |g x - z - deriv g z * (x - z)| ≤ C * |x - z| ^ 2 := by
  have h2 : ContDiff ℝ (1 + 1) g := by
    rw [one_add_one_eq_two]
    exact hg
  have h1 : ContDiff ℝ 1 (deriv g) := (contDiff_succ_iff_deriv.1 h2).2.2
  have hd : DifferentiableAt ℝ (deriv g) z := h1.differentiable (by simp) z
  -- the slope varies at most linearly near z
  obtain ⟨C, hC, hb⟩ := hd.isBigO_sub.exists_pos
  rw [isBigOWith_iff, Metric.eventually_nhds_iff] at hb
  obtain ⟨δ, hδ, hb⟩ := hb
  refine ⟨C, hC, δ, hδ, fun x hx => ?_⟩
  -- mean value inequality for g minus its linear part
  have hmv : ‖(g x - deriv g z * x) - (g z - deriv g z * z)‖ ≤ C * |x - z| * ‖x - z‖ := by
    refine Convex.norm_image_sub_le_of_norm_hasDerivWithin_le
      (f := fun y => g y - deriv g z * y) (f' := fun y => deriv g y - deriv g z)
      (s := Metric.closedBall z |x - z|) ?_ ?_ (convex_closedBall z _) ?_ ?_
    · intro y _
      have hy : HasDerivAt g (deriv g y) y := (hg.differentiable (by simp) y).hasDerivAt
      exact ((hy.fun_sub ((hasDerivAt_id' y).const_mul (deriv g z))).congr_deriv
        (by ring)).hasDerivWithinAt
    · intro y hy
      rw [Metric.mem_closedBall, Real.dist_eq] at hy
      have h := hb (y := y) (by rw [Real.dist_eq]; exact lt_of_le_of_lt hy hx)
      rw [Real.norm_eq_abs (y - z)] at h
      exact h.trans (mul_le_mul_of_nonneg_left hy hC.le)
    · rw [Metric.mem_closedBall, dist_self]
      exact abs_nonneg _
    · rw [Metric.mem_closedBall, Real.dist_eq]
  have he : g x - z - deriv g z * (x - z)
      = (g x - deriv g z * x) - (g z - deriv g z * z) := by
    linear_combination hz
  rw [he]
  rw [Real.norm_eq_abs, Real.norm_eq_abs] at hmv
  calc _ ≤ C * |x - z| * |x - z| := hmv
    _ = C * |x - z| ^ 2 := by ring

/-- In a punctured interval around a fixed point of slope different from one, the Steffensen
denominator is nonzero and the new error is at most a constant times the old error squared. -/
theorem steffensen_local_bound {g : ℝ → ℝ} {z : ℝ} (hg : ContDiff ℝ 2 g) (hz : g z = z)
    (h1 : deriv g z ≠ 1) :
    ∃ K > 0, ∃ δ > 0, ∀ x, |x - z| < δ → x ≠ z →
      g (g x) - 2 * g x + x ≠ 0 ∧ |steffensen g x - z| ≤ K * |x - z| ^ 2 := by
  obtain ⟨C, hC, δ, hδ, hb⟩ := plain_step_expansion hg hz
  generalize deriv g z = a at h1 hb
  have hq : 0 < (a - 1) ^ 2 := by
    have : a - 1 ≠ 0 := sub_ne_zero.2 h1
    positivity
  obtain ⟨M, hM⟩ : ∃ M, M = C + |a| := ⟨_, rfl⟩
  have hM0 : 0 < M := by rw [hM]; positivity
  obtain ⟨B, hB⟩ : ∃ B, B = C * M ^ 2 + |a - 2| * C := ⟨_, rfl⟩
  have hB0 : 0 < B := by rw [hB]; positivity
  refine ⟨2 * (C * M ^ 2 + M * C) / (a - 1) ^ 2, by positivity,
    min (min 1 δ) (min (δ / M) ((a - 1) ^ 2 / (2 * B))), by positivity, fun x hx hxz => ?_⟩
  obtain ⟨hx12, hx34⟩ := lt_min_iff.1 hx
  obtain ⟨hx1, hx2⟩ := lt_min_iff.1 hx12
  obtain ⟨hx3, hx4⟩ := lt_min_iff.1 hx34
  rw [lt_div_iff₀ hM0] at hx3
  rw [lt_div_iff₀ (by positivity)] at hx4
  have ht : 0 < |x - z| := abs_pos.2 (sub_ne_zero.2 hxz)
  have hu := hb x hx2
  -- size of the error after one plain step
  have huM : |g x - z| ≤ M * |x - z| := by
    have h := abs_add_le (g x - z - a * (x - z)) (a * (x - z))
    rw [sub_add_cancel, abs_mul] at h
    have h' : C * |x - z| ^ 2 ≤ C * |x - z| :=
      mul_le_mul_of_nonneg_left (by nlinarith) hC.le
    rw [hM]
    linarith
  have hv : |g (g x) - z - a * (g x - z)| ≤ C * (M * |x - z|) ^ 2 :=
    (hb (g x) (by linarith)).trans
      (mul_le_mul_of_nonneg_left (pow_le_pow_left₀ (abs_nonneg _) huM 2) hC.le)
  -- the denominator is of first order in the error
  have hD : (a - 1) ^ 2 / 2 * |x - z| ≤ |g (g x) - 2 * g x + x| := by
    have e1 : (a - 1) ^ 2 * (x - z) = (g (g x) - 2 * g x + x)
        - (g (g x) - z - a * (g x - z)) - (a - 2) * (g x - z - a * (x - z)) := by ring
    have e2 : (a - 1) ^ 2 * |x - z| = |(a - 1) ^ 2 * (x - z)| := by
      rw [abs_mul, abs_of_pos hq]
    have t1 := abs_sub (g (g x) - 2 * g x + x - (g (g x) - z - a * (g x - z)))
      ((a - 2) * (g x - z - a * (x - z)))
    have t2 := abs_sub (g (g x) - 2 * g x + x) (g (g x) - z - a * (g x - z))
    rw [← e1, ← e2, abs_mul] at t1
    have t3 := mul_le_mul_of_nonneg_left hu (abs_nonneg (a - 2))
    have t4 : B * |x - z| ^ 2 ≤ (a - 1) ^ 2 / 2 * |x - z| := by nlinarith
    rw [hB] at t4
    linarith
  have hDpos : 0 < |g (g x) - 2 * g x + x| := lt_of_lt_of_le (by positivity) hD
  have hD0 : g (g x) - 2 * g x + x ≠ 0 := abs_pos.1 hDpos
  refine ⟨hD0, ?_⟩
  -- the first-order parts cancel in the numerator, which is of third order
  have hS : steffensen g x - z = ((x - z) * (g (g x) - z - a * (g x - z))
      - (g x - z) * (g x - z - a * (x - z))) / (g (g x) - 2 * g x + x) := by
    rw [eq_div_iff hD0, steffensen, sub_mul, sub_mul, div_mul_cancel₀ _ hD0]
    ring
  rw [hS, abs_div, div_le_iff₀ hDpos]
  calc _ ≤ |x - z| * |g (g x) - z - a * (g x - z)|
        + |g x - z| * |g x - z - a * (x - z)| := by
        rw [← abs_mul, ← abs_mul]
        exact abs_sub _ _
    _ ≤ |x - z| * (C * (M * |x - z|) ^ 2) + M * |x - z| * (C * |x - z| ^ 2) := by
        gcongr
    _ = 2 * (C * M ^ 2 + M * C) / (a - 1) ^ 2 * |x - z| ^ 2
        * ((a - 1) ^ 2 / 2 * |x - z|) := by
        field_simp
    _ ≤ _ := mul_le_mul_of_nonneg_left hD (by positivity)

/-- At a fixed point of slope different from one, the Steffensen update is well defined at all
nearby other points, and its error is at most a constant times the square of the old error. -/
theorem steffensen_quadratic {g : ℝ → ℝ} {z : ℝ} (hg : ContDiff ℝ 2 g) (hz : g z = z)
    (h1 : deriv g z ≠ 1) :
    (∀ᶠ x in 𝓝[≠] z, g (g x) - 2 * g x + x ≠ 0) ∧
      (fun x => x - (g x - x) ^ 2 / (g (g x) - 2 * g x + x) - z)
        =O[𝓝[≠] z] (fun x => (x - z) ^ 2) := by
  obtain ⟨K, _, δ, hδ, hb⟩ := steffensen_local_bound hg hz h1
  have hev : ∀ᶠ x in 𝓝[≠] z, |x - z| < δ ∧ x ≠ z := by
    rw [eventually_nhdsWithin_iff, Metric.eventually_nhds_iff]
    exact ⟨δ, hδ, fun y hy hne => ⟨by rwa [Real.dist_eq] at hy, hne⟩⟩
  refine ⟨hev.mono fun x hx => (hb x hx.1 hx.2).1, IsBigO.of_bound K (hev.mono fun x hx => ?_)⟩
  rw [norm_pow, Real.norm_eq_abs, Real.norm_eq_abs]
  exact (hb x hx.1 hx.2).2

/-- Steffensen iteration started close enough to a fixed point of slope different from one converges
to it, and each new error is at most a constant times the square of the old one. -/
theorem steffensen_converges {g : ℝ → ℝ} {z : ℝ} (hg : ContDiff ℝ 2 g) (hz : g z = z)
    (h1 : deriv g z ≠ 1) :
    ∃ K > 0, ∃ δ > 0, ∀ x, |x - z| < δ →
      Tendsto (fun n => (steffensen g)^[n] x) atTop (𝓝 z) ∧
      ∀ n, |(steffensen g)^[n + 1] x - z| ≤ K * |(steffensen g)^[n] x - z| ^ 2 := by
  obtain ⟨K, hK, δ, hδ, hb⟩ := steffensen_local_bound hg hz h1
  have hstep : ∀ y, |y - z| < δ → |steffensen g y - z| ≤ K * |y - z| ^ 2 := by
    intro y hy
    by_cases hyz : y = z
    · simp [hyz, steffensen, hz]
    · exact (hb y hy hyz).2
  refine ⟨K, hK, min δ (1 / (2 * K)), by positivity, fun x hx => ?_⟩
  obtain ⟨hx1, hx2⟩ := lt_min_iff.1 hx
  rw [lt_div_iff₀ (by positivity)] at hx2
  -- the error at least halves in every step
  have hhalf : ∀ n : ℕ, |(steffensen g)^[n] x - z| ≤ (1 / 2) ^ n * |x - z| := by
    intro n
    induction n with
    | zero => simp
    | succ n ih =>
      have hp : ((1 : ℝ) / 2) ^ n ≤ 1 := pow_le_one₀ (by norm_num) (by norm_num)
      have hle : |(steffensen g)^[n] x - z| ≤ |x - z| :=
        ih.trans (mul_le_of_le_one_left (abs_nonneg _) hp)
      have hs := hstep _ (lt_of_le_of_lt hle hx1)
      have hk : K * |(steffensen g)^[n] x - z| ≤ 1 / 2 := by
        have := mul_le_mul_of_nonneg_left hle hK.le
        linarith
      have hm := mul_le_mul_of_nonneg_right hk (abs_nonneg ((steffensen g)^[n] x - z))
      rw [Function.iterate_succ_apply', pow_succ]
      linarith
  constructor
  · rw [tendsto_iff_dist_tendsto_zero]
    have h := (tendsto_pow_atTop_nhds_zero_of_lt_one
      (r := (1 : ℝ) / 2) (by norm_num) (by norm_num)).mul_const |x - z|
    rw [zero_mul] at h
    exact squeeze_zero (fun _ => dist_nonneg)
      (fun n => (Real.dist_eq _ _).trans_le (hhalf n)) h
  · intro n
    rw [Function.iterate_succ_apply']
    refine hstep _ (lt_of_le_of_lt ((hhalf n).trans ?_) hx1)
    exact mul_le_of_le_one_left (abs_nonneg _) (pow_le_one₀ (by norm_num) (by norm_num))

/-- If the slope at the fixed point exceeds one in magnitude, a plain self-consistent iteration
that never lands exactly on the fixed point does not converge to it. -/
theorem plain_iteration_fails {g : ℝ → ℝ} {z : ℝ} (hg : ContDiff ℝ 2 g) (hz : g z = z)
    (h1 : 1 < |deriv g z|) {x : ℝ} (hx : ∀ n : ℕ, g^[n] x ≠ z) :
    ¬ Tendsto (fun n => g^[n] x) atTop (𝓝 z) := by
  intro hlim
  obtain ⟨C, hC, δ, hδ, hb⟩ := plain_step_expansion hg hz
  have hr : 0 < min δ ((|deriv g z| - 1) / C) :=
    lt_min hδ (div_pos (by linarith) hC)
  obtain ⟨N, hN⟩ := Metric.tendsto_atTop.1 hlim _ hr
  -- close to z the error cannot shrink
  have hgrow : ∀ k : ℕ, |g^[N] x - z| ≤ |g^[N + k] x - z| := by
    intro k
    induction k with
    | zero => simp
    | succ k ih =>
      have hd := hN (N + k) (by omega)
      rw [Real.dist_eq] at hd
      obtain ⟨hd1, hd2⟩ := lt_min_iff.1 hd
      rw [lt_div_iff₀ hC] at hd2
      rw [← add_assoc, Function.iterate_succ_apply']
      refine ih.trans ?_
      generalize g^[N + k] x = y at hd1 hd2
      have h := hb y hd1
      have ht := abs_sub (g y - z) (g y - z - deriv g z * (y - z))
      rw [sub_sub_cancel, abs_mul] at ht
      have hm := mul_le_mul_of_nonneg_right hd2.le (abs_nonneg (y - z))
      nlinarith
  obtain ⟨m, hm⟩ := Metric.tendsto_atTop.1 hlim _ (abs_pos.2 (sub_ne_zero.2 (hx N)))
  have h := hm (N + m) (by omega)
  rw [Real.dist_eq] at h
  exact absurd (hgrow m) (not_le_of_gt h)

/-- The map `x + x ^ 2` has slope one at its fixed point `0`, and there the ratio of the new
Steffensen error to the old one tends to one half. -/
theorem slope_one_only_linear :
    HasDerivAt (fun x : ℝ => x + x ^ 2) 1 0 ∧
      Tendsto (fun x => steffensen (fun y => y + y ^ 2) x / x) (𝓝[≠] 0) (𝓝 (1 / 2)) := by
  constructor
  · exact ((hasDerivAt_id' (0 : ℝ)).fun_add (hasDerivAt_pow 2 (0 : ℝ))).congr_deriv
      (by norm_num)
  · have hc : ContinuousAt (fun x : ℝ => (1 + x) / (2 + x)) 0 :=
      ContinuousAt.div (by fun_prop) (by fun_prop) (by norm_num)
    have hl : Tendsto (fun x : ℝ => (1 + x) / (2 + x)) (𝓝[≠] 0) (𝓝 (1 / 2)) := by
      have h := hc.tendsto.mono_left (nhdsWithin_le_nhds (s := {(0 : ℝ)}ᶜ))
      simpa only [add_zero] using h
    refine hl.congr' ?_
    have hev : ∀ᶠ x : ℝ in 𝓝[≠] 0, -2 < x :=
      nhdsWithin_le_nhds (lt_mem_nhds (by norm_num))
    filter_upwards [hev, self_mem_nhdsWithin] with x hx hx0
    have h0 : x ≠ 0 := hx0
    have h2 : 2 + x ≠ 0 := (show (0 : ℝ) < 2 + x by linarith).ne'
    -- the second difference factorises
    have hden : x + x ^ 2 + (x + x ^ 2) ^ 2 - 2 * (x + x ^ 2) + x = x ^ 3 * (2 + x) := by
      ring
    simp only [steffensen]
    rw [hden]
    field_simp
    ring

end

end SteffensenIteration
```

```lean
#print axioms SteffensenIteration.steffensen_quadratic
#print axioms SteffensenIteration.steffensen_converges
#print axioms SteffensenIteration.plain_iteration_fails
#print axioms SteffensenIteration.slope_one_only_linear
```

```
'SteffensenIteration.steffensen_quadratic' depends on axioms: [propext, Classical.choice, Quot.sound]
'SteffensenIteration.steffensen_converges' depends on axioms: [propext, Classical.choice, Quot.sound]
'SteffensenIteration.plain_iteration_fails' depends on axioms: [propext, Classical.choice, Quot.sound]
'SteffensenIteration.slope_one_only_linear' depends on axioms: [propext, Classical.choice, Quot.sound]
```

### What the theorems say

The self-consistency map is `g : ℝ → ℝ`, and `steffensen g` is the update $S$. The hypothesis `ContDiff ℝ 2 g` says that $g$ is twice continuously differentiable on the whole real line, `g z = z` says that $z$ is a solution, and `deriv g z ≠ 1` is the slope condition. Physically, the slope is the linear response of the output to a change of the input. At slope one the residual $g(x)-x$ is flat at the solution, as happens when two solutions merge while a parameter is varied.

`steffensen_quadratic` has two parts. The filter `𝓝[≠] z` describes approach to $z$ through other values, and `∀ᶠ x in 𝓝[≠] z` means "for all $x\ne z$ close enough to $z$". The first part says that the denominator is nonzero there, so the quotient is a genuine one. The second, written with `=O[𝓝[≠] z]`, is the quadratic error estimate.

`steffensen_converges` provides one $K$ and one $\delta$ that serve all starting points with $|x-z|<\delta$. The iterate `(steffensen g)^[n] x` tends to $z$, and each error is at most $K$ times the square of the one before. An iterate may land exactly on $z$, where the formula reads $0/0$; Lean sets this quotient to zero, so the iteration stays at $z$.

`plain_iteration_fails` assumes `1 < |deriv g z|` and that no `g^[n] x` equals $z$. It excludes convergence to $z$, but the orbit may still settle on another solution or on a cycle. `slope_one_only_linear` records the slope and the limit $\tfrac12$ for $x+x^2$.

The constants depend on $g$ and $z$, and the theorems give no numerical values for them. The arithmetic is exact, so the rounding error from cancellation in the denominator is not modelled.

### How the proof follows the calculation

`plain_step_expansion` is the estimate for one plain step. `steffensen_local_bound` applies it at $x$ and at $g(x)$, as `hu` and `hv`. The decomposition of the denominator is `e1`, checked by `ring`, and `hD` is the resulting lower bound. The rewritten error is `hS`. Its denominator is moved to the other side of the inequality, and the closing `calc` block bounds the numerator by $Ke^2|D|$. The nested `min` collects the four smallness conditions on $|e|$.

`steffensen_quadratic` translates this bound into filter language. In `steffensen_converges`, `hhalf` proves by induction that the error after $n$ steps is at most $2^{-n}$ times the initial one, and `squeeze_zero` yields the limit. In `plain_iteration_fails`, $N$ is a step from which a convergent orbit would stay close to $z$, and `hgrow` is the induction showing that the error then never falls below its value at step $N$. That value is positive, which contradicts convergence. The last theorem factorises the denominator and takes the limit of $(1+x)/(2+x)$ by continuity.

### A mean value inequality on a ball that shrinks with the error

The second-order remainder comes from the Mathlib lemma `Convex.norm_image_sub_le_of_norm_hasDerivWithin_le`. It says that if a function has a derivative bounded by a constant on a convex set, then its values at two points of the set differ by at most that constant times the distance between them.

The proof applies it to `fun y => g y - deriv g z * y`, and the choice of set matters. On a fixed interval of radius $\delta$, the derivative bound would be $C\delta$ and the remainder estimate only of first order. The file takes `Metric.closedBall z |x - z|`, the interval around $z$ that just reaches $x$. There the derivative is at most $C|x-z|$, and the distance supplies the second factor $|x-z|$. The ball also covers $x<z$ and $x>z$ together, so no case distinction is needed.

The derivative bound itself comes from `hd.isBigO_sub`: because $g'$ is differentiable at $z$, the difference $g'(y)-g'(z)$ is $O(y-z)$. This is where the second derivative of $g$ enters.
